# The free Dirac Hamiltonian commutes with orbital angular momentum plus half the spin matrix

## Units, indices and the commutator

Units are chosen so that $\hbar$ and the speed of light are both 1. Spatial components carry the indices $0, 1, 2$, and index arithmetic is modulo 3, so $i, i+1, i+2$ always run through the three directions in cyclic order. The component usually called $L_3$ or $L_z$ has $i = 2$ here and reads $x_0p_1 - x_1p_0$.

Positions, momenta and Dirac matrices are all elements of one associative algebra $A$. No Hilbert space, inner product or spinor representation is fixed. The first facts need only a ring; complex scalars enter with the physical relations.

```lean
import Mathlib

open Complex

namespace DiracAngularMomentum

noncomputable section

variable {A : Type*} [Ring A]
```

The commutator is $[a,b] = ab - ba$, written `comm a b`. The separate expression `Commute a b` is the statement $ab = ba$.

```lean
/-- The commutator `[a, b] = ab - ba`. -/
def comm (a b : A) : A := a * b - b * a
```

The commutator is additive in its second argument, $[a, b+c] = [a,b] + [a,c]$, which lets a Hamiltonian be treated term by term.

```lean
lemma comm_add (a b c : A) : comm a (b + c) = comm a b + comm a c := by
  unfold comm; noncomm_ring
```

If $ab = ba$, then $[a,b] = 0$.

```lean
lemma comm_of_commute {a b : A} (h : Commute a b) : comm a b = 0 := sub_eq_zero.2 h.eq
```

The product rule is $[a,bc] = [a,b]\,c + b\,[a,c]$. If $a$ commutes with $b$, only the second term survives:

$$[a,bc] = abc - bca = bac - bca = b\,[a,c].$$

The proof multiplies the equation $ab = ba$ by $c$ on the right. The tactic `linear_combination` adds up such multiples of known equations, and `noncomm_ring` checks that they account for the difference of the two sides without reordering any factors.

```lean
lemma comm_mul_left {a b : A} (h : Commute a b) (c : A) : comm a (b * c) = b * comm a c := by
  unfold comm
  linear_combination (norm := noncomm_ring) h.eq * c
```

If $a$ commutes with $c$ instead, the first term survives: $[a,bc] = abc - bca = abc - bac = [a,b]\,c$.

```lean
lemma comm_mul_right {a c : A} (h : Commute a c) (b : A) : comm a (b * c) = comm a b * c := by
  unfold comm
  linear_combination (norm := noncomm_ring) b * h.eq
```

A sum over the three directions may start at any $i$:

$$\sum_j f_j = f_i + f_{i+1} + f_{i+2}.$$

This allows one calculation to serve all three components. The proof checks the three values of $i$.

```lean
lemma sum_cyclic (i : Fin 3) (f : Fin 3 → A) : ∑ j, f j = f i + f (i + 1) + f (i + 2) := by
  rw [Fin.sum_univ_three]
  fin_cases i
  · rfl
  · show f 0 + f 1 + f 2 = f 1 + f 2 + f 0
    abel
  · show f 0 + f 1 + f 2 = f 2 + f 0 + f 1
    abel
```

The indices $i$, $i+1$ and $i+2$ are distinct, which is needed to evaluate Kronecker deltas and to apply anticommutation relations.

```lean
lemma cyclic_ne (i : Fin 3) : i + 1 ≠ i ∧ i + 2 ≠ i ∧ i + 1 ≠ i + 2 := by
  revert i; decide
```

## Canonical and Dirac relations

The physical input consists of

$$[x_i,p_j] = i\,\delta_{ij}, \qquad [p_i,p_j] = 0,$$
$$\alpha_i^2 = 1, \qquad \alpha_i\alpha_j + \alpha_j\alpha_i = 0 \ (i \neq j), \qquad \alpha_i\beta + \beta\alpha_i = 0,$$

together with the condition that every $x_i$ and $p_i$ commutes with every $\alpha_j$ and with $\beta$. That condition expresses that position and momentum act on the spatial dependence of a spinor, while the matrices act on its components. The imaginary unit is `I` in the code, and `I • (1 : A)` is $i$ times the identity.

These relations are hypotheses, collected in `DiracRelations`. Two familiar ones are absent because the argument does not use them: $[x_i,x_j] = 0$ and $\beta^2 = 1$. The choice $\beta = 0$ is therefore allowed, and with Pauli matrices for $\alpha_i$ it gives the two-component Weyl Hamiltonian.

The canonical relation does exclude nonzero finite-dimensional algebras, since a commutator of finite matrices has trace zero and $i$ times the identity does not. Matrices of $x$ and $p$ in a finite basis thus cannot satisfy all the hypotheses exactly.

```lean
variable [Algebra ℂ A]

/-- Positions and momenta with `[x_i, p_j] = i δ_ij` (`ħ = 1`) and `[p_i, p_j] = 0`, all of which
commute with the matrices `α_i`, `β`; the `α_i` square to one and anticommute with each other and
with `β`. -/
structure DiracRelations (x p α : Fin 3 → A) (β : A) : Prop where
  ccr : ∀ i j, comm (x i) (p j) = if i = j then I • (1 : A) else 0
  pp : ∀ i j, Commute (p i) (p j)
  xα : ∀ i j, Commute (x i) (α j)
  pα : ∀ i j, Commute (p i) (α j)
  xβ : ∀ i, Commute (x i) β
  pβ : ∀ i, Commute (p i) β
  sq : ∀ i, α i * α i = 1
  anti : ∀ i j, i ≠ j → α i * α j + α j * α i = 0
  antiβ : ∀ i, α i * β + β * α i = 0
```

The free Hamiltonian is

$$H = \sum_j \alpha_j p_j + m\beta,$$

where $m$ is any real number, zero included.

```lean
/-- The free Dirac Hamiltonian `H = α·p + m β`. -/
def hamiltonian (p α : Fin 3 → A) (β : A) (m : ℝ) : A := ∑ j, α j * p j + (m : ℂ) • β
```

The vector product has components $(a\times b)_i = a_{i+1}b_{i+2} - a_{i+2}b_{i+1}$, with the order of the factors kept. Orbital angular momentum is $L_i = (x\times p)_i$, which is `cross x p i`.

```lean
/-- The component `i` of the vector product `a × b`, with indices taken cyclically. -/
def cross (a b : Fin 3 → A) (i : Fin 3) : A := a (i + 1) * b (i + 2) - a (i + 2) * b (i + 1)
```

The spin matrix is $\Sigma_i = -i\,\alpha_{i+1}\alpha_{i+2}$, where the prefactor contains the imaginary unit and the subscripts contain the direction. In the standard representation this is the block-diagonal matrix with the Pauli matrix $\sigma_i$ in both blocks.

```lean
/-- The spin matrix `Σ_i = -i α_j α_k`, with `i, j, k` cyclic. -/
def spin (α : Fin 3 → A) (i : Fin 3) : A := (-I) • (α (i + 1) * α (i + 2))
```

The spin angular momentum is $\Sigma_i/2$, and the total is $J_i = L_i + \tfrac12\Sigma_i$.

```lean
/-- The total angular momentum `J_i = L_i + Σ_i / 2`, where `L = x × p`. -/
def total (x p α : Fin 3 → A) (i : Fin 3) : A := cross x p i + (1 / 2 : ℂ) • spin α i
```

## Orbital angular momentum rotates the momentum

For one product $x_ap_b$, the commuting momenta give

$$[x_ap_b,p_j] = x_a[p_b,p_j] + [x_a,p_j]\,p_b = i\,\delta_{aj}\,p_b.$$

Subtracting the two products in $L_i$ yields

$$[L_i,p_j] = i\left(\delta_{i+1,j}\,p_{i+2} - \delta_{i+2,j}\,p_{i+1}\right).$$

In the proof, `aux` is the first formula and `e` splits $L_i$ into its two products. The deltas appear as `if` expressions, which `split_ifs` resolves case by case.

```lean
variable {x p α : Fin 3 → A} {β : A}

/-- Orbital angular momentum rotates the momentum: `[L_i, p_j] = i ε_ijk p_k`. -/
theorem orbital_momentum (h : DiracRelations x p α β) (i j : Fin 3) :
    comm (cross x p i) (p j) =
      I • ((if i + 1 = j then p (i + 2) else 0) - (if i + 2 = j then p (i + 1) else 0)) := by
  have aux : ∀ a b, comm (x a * p b) (p j) = (if a = j then I • (1 : A) else 0) * p b := by
    intro a b
    rw [← h.ccr a j]
    unfold comm
    linear_combination (norm := noncomm_ring) x a * (h.pp b j).eq
  have e : comm (cross x p i) (p j) =
      comm (x (i + 1) * p (i + 2)) (p j) - comm (x (i + 2) * p (i + 1)) (p j) := by
    unfold comm cross; noncomm_ring
  rw [e, aux, aux]
  split_ifs <;> simp [smul_sub]
```

The three cases are

$$[L_i,p_i] = 0, \qquad [L_i,p_{i+1}] = i\,p_{i+2}, \qquad [L_i,p_{i+2}] = -i\,p_{i+1}.$$

Since $L_i$ is built from $x$ and $p$, it commutes with every $\alpha_j$ and with $\beta$. The mass term drops out, and the matrices can be taken outside the commutators:

$$[L_i,H] = \sum_j \alpha_j[L_i,p_j] = i\left(\alpha_{i+1}p_{i+2} - \alpha_{i+2}p_{i+1}\right) = i\,(\alpha\times p)_i.$$

In the Heisenberg picture this reads $\dot L_i = i[H,L_i] = (\alpha\times p)_i$, in keeping with $\alpha$ as the velocity operator. The steps `q0`, `q1` and `q2` are the three cases above, while `hα` and `hβ` express that $L_i$ commutes with the matrices.

```lean
/-- Orbital angular momentum changes at the rate set by `[L_i, H] = i (α × p)_i`. -/
theorem orbital_hamiltonian (h : DiracRelations x p α β) (m : ℝ) (i : Fin 3) :
    comm (cross x p i) (hamiltonian p α β m) = I • cross α p i := by
  obtain ⟨n1, n2, n3⟩ := cyclic_ne i
  have q0 : comm (cross x p i) (p i) = 0 := by
    rw [orbital_momentum h, if_neg n1, if_neg n2, sub_self, smul_zero]
  have q1 : comm (cross x p i) (p (i + 1)) = I • p (i + 2) := by
    rw [orbital_momentum h, if_pos rfl, if_neg n3.symm, sub_zero]
  have q2 : comm (cross x p i) (p (i + 2)) = -(I • p (i + 1)) := by
    rw [orbital_momentum h, if_neg n3, if_pos rfl, zero_sub, smul_neg]
  -- the orbital part does not see the Dirac matrices
  have hα : ∀ j, Commute (cross x p i) (α j) := fun j =>
    ((h.xα _ j).mul_left (h.pα _ j)).sub_left ((h.xα _ j).mul_left (h.pα _ j))
  have hβ : Commute (cross x p i) β :=
    ((h.xβ _).mul_left (h.pβ _)).sub_left ((h.xβ _).mul_left (h.pβ _))
  rw [hamiltonian, sum_cyclic i, comm_add, comm_add, comm_add, comm_mul_left (hα _),
    comm_mul_left (hα _), comm_mul_left (hα _), q0, q1, q2,
    comm_of_commute (hβ.smul_right (m : ℂ)), mul_zero, mul_neg, mul_smul_comm, mul_smul_comm]
  unfold cross
  module
```

## The spin matrix supplies the opposite term

Write $S = \alpha_{i+1}\alpha_{i+2}$, so that $\Sigma_i = -iS$. Moving $\alpha_i$ or $\beta$ through $S$ produces two minus signs, so both commute with $S$. For the other two matrices,

$$[S,\alpha_{i+1}] = \alpha_{i+1}\alpha_{i+2}\alpha_{i+1} - \alpha_{i+1}^2\alpha_{i+2} = -2\alpha_{i+2},$$
$$[S,\alpha_{i+2}] = \alpha_{i+1}\alpha_{i+2}^2 - \alpha_{i+2}\alpha_{i+1}\alpha_{i+2} = 2\alpha_{i+1}.$$

The momenta commute with $S$ and stay on the right, so

$$[S,H] = -2\alpha_{i+2}p_{i+1} + 2\alpha_{i+1}p_{i+2} = 2(\alpha\times p)_i,$$
$$[\Sigma_i,H] = -2i\,(\alpha\times p)_i.$$

The steps `s0`, `s1`, `s2` and `sβ` are the four relations for $S$, each obtained from the squares and anticommutators. The step `sp` covers the momenta, and `e` takes the factor $-i$ out of the commutator. The closing `module` call collects the scalar coefficients.

```lean
/-- The spin matrices obey `[Σ_i, H] = -2i (α × p)_i`. -/
theorem spin_hamiltonian (h : DiracRelations x p α β) (m : ℝ) (i : Fin 3) :
    comm (spin α i) (hamiltonian p α β m) = (-2 * I) • cross α p i := by
  obtain ⟨n1, n2, n3⟩ := cyclic_ne i
  have hcb := h.anti _ _ n3.symm
  -- the product of two α's commutes with the third and with β, and rotates its own factors
  have s0 : comm (α (i + 1) * α (i + 2)) (α i) = 0 := by
    unfold comm
    linear_combination (norm := noncomm_ring)
      α (i + 1) * h.anti _ _ n2 - h.anti _ _ n1 * α (i + 2)
  have s1 : comm (α (i + 1) * α (i + 2)) (α (i + 1)) = -(α (i + 2) + α (i + 2)) := by
    unfold comm
    linear_combination (norm := noncomm_ring)
      α (i + 1) * hcb - 2 * h.sq (i + 1) * α (i + 2)
  have s2 : comm (α (i + 1) * α (i + 2)) (α (i + 2)) = α (i + 1) + α (i + 1) := by
    unfold comm
    linear_combination (norm := noncomm_ring)
      2 * α (i + 1) * h.sq (i + 2) - hcb * α (i + 2)
  have sβ : Commute (α (i + 1) * α (i + 2)) β := by
    apply sub_eq_zero.1
    linear_combination (norm := noncomm_ring)
      α (i + 1) * h.antiβ (i + 2) - h.antiβ (i + 1) * α (i + 2)
  have sp : ∀ j, Commute (α (i + 1) * α (i + 2)) (p j) := fun j =>
    (h.pα j _).symm.mul_left (h.pα j _).symm
  have e : comm (spin α i) (hamiltonian p α β m) =
      (-I) • comm (α (i + 1) * α (i + 2)) (hamiltonian p α β m) := by
    unfold comm spin
    rw [smul_mul_assoc, mul_smul_comm, smul_sub]
  rw [e, hamiltonian, sum_cyclic i, comm_add, comm_add, comm_add, comm_mul_right (sp _),
    comm_mul_right (sp _), comm_mul_right (sp _), s0, s1, s2,
    comm_of_commute (sβ.smul_right (m : ℂ)), zero_mul, neg_mul, add_mul, add_mul]
  unfold cross
  module
```

## One half is the only weight that works

Give the spin matrix an arbitrary complex weight $c$. By linearity,

$$[L_i+c\,\Sigma_i,H] = i(\alpha\times p)_i - 2ic\,(\alpha\times p)_i = (1-2c)\,i\,(\alpha\times p)_i.$$

```lean
/-- For any weight `c` of the spin, `[L_i + c Σ_i, H] = (1 - 2c) i (α × p)_i`. -/
theorem weighted_hamiltonian (h : DiracRelations x p α β) (m : ℝ) (c : ℂ) (i : Fin 3) :
    comm (cross x p i + c • spin α i) (hamiltonian p α β m) =
      ((1 - 2 * c) * I) • cross α p i := by
  have e : comm (cross x p i + c • spin α i) (hamiltonian p α β m) =
      comm (cross x p i) (hamiltonian p α β m) +
        c • comm (spin α i) (hamiltonian p α β m) := by
    unfold comm
    rw [add_mul, mul_add, smul_mul_assoc, mul_smul_comm, smul_sub]
    abel
  rw [e, orbital_hamiltonian h, spin_hamiltonian h]
  module
```

At $c = \tfrac12$ the coefficient vanishes, hence $[J_i,H] = 0$ for each $i$. Conservation is meant in this algebraic sense: the theorem concerns the commutator and does not construct a time evolution or address the domains of unbounded operators.

```lean
/-- Each component of the total angular momentum `J = L + Σ/2` commutes with the free
Dirac Hamiltonian. -/
theorem total_conserved (h : DiracRelations x p α β) (m : ℝ) (i : Fin 3) :
    Commute (total x p α i) (hamiltonian p α β m) := by
  apply sub_eq_zero.1
  have e := weighted_hamiltonian h m (1 / 2) i
  rw [show (1 - 2 * (1 / 2 : ℂ)) * I = 0 by ring, zero_smul] at e
  exact e
```

Conversely, suppose that $L_i+c\,\Sigma_i$ commutes with $H$. Then $(1-2c)\,i\,(\alpha\times p)_i = 0$, so either $c=\tfrac12$ or $(\alpha\times p)_i=0$. To exclude the second possibility, take the commutator with a position:

$$[x_{i+2},(\alpha\times p)_i] = \alpha_{i+1}[x_{i+2},p_{i+2}] - \alpha_{i+2}[x_{i+2},p_{i+1}] = i\,\alpha_{i+1}.$$

If $(\alpha\times p)_i$ were zero, $\alpha_{i+1}$ would be zero as well, contrary to $\alpha_{i+1}^2 = 1$ in an algebra where $1\neq0$. The hypothesis `Nontrivial A` supplies that last inequality. The case $c=0$ shows that $L_i$ alone is not conserved, even for $m=0$.

In the proof, `smul_eq_zero` separates the two possibilities, `e1` is the commutator with the position, and `h3` is the square that gives the contradiction.

```lean
/-- In a nontrivial algebra, `L_i + c Σ_i` commutes with the free Dirac Hamiltonian if and only if
`c = 1/2`. -/
theorem conserved_iff_half [Nontrivial A] (h : DiracRelations x p α β) (m : ℝ) (c : ℂ)
    (i : Fin 3) :
    Commute (cross x p i + c • spin α i) (hamiltonian p α β m) ↔ c = 1 / 2 := by
  constructor
  · intro hc
    have e := weighted_hamiltonian h m c i
    rw [comm_of_commute hc] at e
    rcases smul_eq_zero.1 e.symm with h0 | h0
    · have h1 := (mul_eq_zero.1 h0).resolve_right I_ne_zero
      linear_combination (-1 / 2 : ℂ) * h1
    · -- a vanishing α × p would have a vanishing commutator with the position
      exfalso
      have e1 : comm (x (i + 2)) (cross α p i) = α (i + 1) * comm (x (i + 2)) (p (i + 2)) -
          α (i + 2) * comm (x (i + 2)) (p (i + 1)) := by
        rw [← comm_mul_left (h.xα _ _), ← comm_mul_left (h.xα _ _)]
        unfold comm cross; noncomm_ring
      rw [h0, h.ccr, h.ccr, if_pos rfl, if_neg (cyclic_ne i).2.2.symm, mul_zero, sub_zero,
        mul_smul_comm, mul_one, comm_of_commute (Commute.zero_right _)] at e1
      have h2 := (smul_eq_zero.1 e1.symm).resolve_left I_ne_zero
      have h3 := h.sq (i + 1)
      rw [h2, mul_zero] at h3
      exact zero_ne_one h3
  · rintro rfl
    exact total_conserved h m i
```

## Adding a potential

For an added term $V$,

$$[J_i,H+V] = [J_i,H] + [L_i,V] + \tfrac12[\Sigma_i,V].$$

The first term is zero by the free result. The second vanishes if $V$ commutes with $L_i$, and the third if $V$ commutes with all $\alpha_j$, because $\Sigma_i$ is a multiple of a product of two of them.

A central electrostatic potential meets these conditions for all three $i$, provided that the algebra contains it. For a single electron in such a field, this is the symmetry behind labelling relativistic atomic orbitals by total angular momentum. A Lorentz scalar potential $\beta\,\phi(r)$, with $\phi$ an ordinary function of the radius, anticommutes with the $\alpha_j$ and so is not covered by this theorem, although it commutes with $\Sigma_i$.

The Lean proof combines `total_conserved` with the two commutation hypotheses, `hL` and `hV`.

```lean
/-- `J_i` stays conserved when a potential is added that commutes with `L_i` and with the
matrices `α_j`. -/
theorem total_conserved_potential (h : DiracRelations x p α β) (m : ℝ) (i : Fin 3) {V : A}
    (hL : Commute (cross x p i) V) (hV : ∀ j, Commute (α j) V) :
    Commute (total x p α i) (hamiltonian p α β m + V) :=
  (total_conserved h m i).add_right
    (hL.add_left ((((hV _).mul_left (hV _)).smul_left (-I)).smul_left (1 / 2 : ℂ)))
```

The condition on the matrices matters. Take $V=\alpha_{i+1}$, which has the form of the coupling to a constant vector potential. It commutes with $L_i$ but not with the other two $\alpha$ matrices, and the formula for $[S,\alpha_{i+1}]$ gives

$$[J_i,H+\alpha_{i+1}] = \tfrac12[\Sigma_i,\alpha_{i+1}] = i\,\alpha_{i+2}.$$

The right-hand side squares to $-1$, so in a nontrivial algebra it is not zero and this $J_i$ is no longer conserved. A constant vector potential produces no field, however, and a conserved angular momentum still exists: replacing $p_{i+1}$ by $p_{i+1}+1$ in $L_i$ turns $J_i$ into $J_i - x_{i+2}$, which commutes with $H+\alpha_{i+1}$ because $[x_{i+2},H] = i\,\alpha_{i+2}$.

## A concrete realisation

Four-component spinors whose entries are complex polynomials in $X_0,X_1,X_2$ give a model of the relations. Let $x_i$ multiply by $X_i$, let $p_i=-i\,\partial_i$, and let the standard Dirac matrices act on the four components. On a polynomial $f$,

$$[x_i,p_j]f = -i\left(X_i\,\partial_jf - \partial_j(X_if)\right) = i\,\delta_{ij}f.$$

Partial derivatives commute, and the matrices have constant entries, which gives the remaining relations between the spatial operators and the matrices. Nonzero polynomials are not square-integrable over all space, so this is a model of the algebraic relations and not a space of physical states. It is not constructed in Lean.

```lean
-- The section and the namespace end here.

end

end DiracAngularMomentum
```

```lean
#print axioms DiracAngularMomentum.orbital_hamiltonian
#print axioms DiracAngularMomentum.conserved_iff_half
#print axioms DiracAngularMomentum.total_conserved_potential
```

```
'DiracAngularMomentum.orbital_hamiltonian' depends on axioms: [propext, Classical.choice, Quot.sound]
'DiracAngularMomentum.conserved_iff_half' depends on axioms: [propext, Classical.choice, Quot.sound]
'DiracAngularMomentum.total_conserved_potential' depends on axioms: [propext, Classical.choice, Quot.sound]
```
